# Electrostatic energy of a neutral Wigner–Seitz sphere

Spread a charge $Z$ uniformly over a thin spherical shell of radius $s$ and put a point charge $-Z$ at its centre. In atomic units, building the shell costs $Z^2/(2s)$ and the attraction gives $-Z^2/s$, so the total is $-Z^2/(2s)$. Moving the point charge about inside the shell changes nothing, because the potential there is constant. A uniform ball is a stack of such shells, and a displaced point charge passes through some of them.

## The ball as a stack of shells

```lean
import Mathlib

open Real

namespace WignerSeitzSphere

noncomputable section
```

A ball of radius $R>0$ and charge $Z$ has density $\rho=3Z/(4\pi R^3)$. An arbitrary uniform density is written $n$.

```lean
/-- Uniform density of a ball of radius `R > 0` that holds the total charge `Z`. -/
def cellDensity (Z R : ℝ) : ℝ := 3 * Z / (4 * π * R ^ 3)
```

The charge within radius $r$ is $q(r)=\int_0^r 4\pi s^2 n\,ds$.

```lean
/-- Charge within distance `r` of the centre, for the uniform density `n`. -/
def enclosedCharge (n r : ℝ) : ℝ := ∫ s in (0 : ℝ)..r, 4 * π * s ^ 2 * n
```

A shell of radius $s$ acts at distance $d$ from the centre as its charge over $\max(s,d)$. This shell formula is built into the definition of the potential $V(d)$, not derived from the three-dimensional Coulomb integral.

```lean
/-- Potential of a uniform ball of radius `R` at distance `d ≥ 0` from its centre, summed over
shells of radius `s`; the denominator vanishes only at the single point `s = d = 0`. -/
def backgroundPotential (n R d : ℝ) : ℝ :=
  ∫ s in (0 : ℝ)..R, 4 * π * s ^ 2 * n / max s d
```

The self-energy $U$ brings each shell, of charge $4\pi r^2n\,dr$, up to the potential $q(r)/r$.

```lean
/-- Self-energy of a uniform ball, assembled shell by shell: each shell is brought up to the
charge already enclosed. -/
def selfEnergy (n R : ℝ) : ℝ :=
  ∫ r in (0 : ℝ)..R, enclosedCharge n r * (4 * π * r * n)
```

The cell energy is $E(d)=U-ZV(d)$, with $n=\rho$ and the point charge $-Z$ held fixed at distance $d$. Kinetic energy and interactions between cells are absent.

```lean
/-- Electrostatic energy of a uniform ball of charge `Z` and radius `R > 0` with a point charge
`-Z` at distance `d ≥ 0` from its centre. -/
def cellEnergy (Z R d : ℝ) : ℝ :=
  selfEnergy (cellDensity Z R) R - Z * backgroundPotential (cellDensity Z R) R d
```

Part (j) needs the constant $C=\frac{9}{10}(4\pi/3)^{1/3}$.

```lean
/-- The constant `(9/10) (4π/3)^(1/3)`. -/
def cellConstant : ℝ := 9 / 10 * (4 * π / 3) ^ (1 / 3 : ℝ)
```

## (a) Integrating a monomial

Let $f(r)=c\,r^k$ between $a$ and $b$, with $k$ a natural number. Show that
$$\int_a^b f\,dr=c\,\frac{b^{k+1}-a^{k+1}}{k+1}.$$

Replace $f$ by the monomial, take $c$ outside and use the antiderivative. The three rewrites do this in the same order.

```lean
/-- Integral of a radial function that is a monomial on the range of integration. -/
private theorem integral_monomial {f : ℝ → ℝ} {c a b : ℝ} {k : ℕ}
    (h : ∀ r ∈ Set.uIcc a b, f r = c * r ^ k) :
    ∫ r in a..b, f r = c * ((b ^ (k + 1) - a ^ (k + 1)) / (k + 1)) := by
  rw [intervalIntegral.integral_congr (g := fun r => c * r ^ k) (fun r hr => h r hr),
    intervalIntegral.integral_const_mul, integral_pow]
```

## (b) Density from charge

Show that $4\pi\rho=3Z/R^3$.

Multiply the definition of $\rho$ by $4\pi$ and cancel.

```lean
private theorem density_eq (Z : ℝ) {R : ℝ} (hR : 0 < R) :
    4 * π * cellDensity Z R = 3 * Z / R ^ 3 := by
  have hπ := Real.pi_ne_zero
  unfold cellDensity
  field_simp
```

## (c) Enclosed charge

Show that $q(r)=4\pi n r^3/3$.

This is (a) with $k=2$ and $c=4\pi n$.

```lean
/-- The charge enclosed within radius `r` in a uniform density `n` is `4πnr³/3`. -/
theorem enclosedCharge_eq (n r : ℝ) : enclosedCharge n r = 4 * π * n * r ^ 3 / 3 := by
  have h : ∀ s ∈ Set.uIcc 0 r, 4 * π * s ^ 2 * n = 4 * π * n * s ^ 2 := fun s _ => by ring
  rw [enclosedCharge, integral_monomial h]
  push_cast
  ring
```

## (d) Self-energy

Show that $U=(4\pi n)^2R^5/15$.

By (c), the integrand is $q(r)\,4\pi r n=(4\pi n)^2r^4/3$. Integrate with $k=4$.

```lean
/-- The self-energy of a uniform ball in terms of its density and radius. -/
theorem selfEnergy_eq (n R : ℝ) : selfEnergy n R = (4 * π * n) ^ 2 * R ^ 5 / 15 := by
  have h : ∀ r ∈ Set.uIcc 0 R,
      enclosedCharge n r * (4 * π * r * n) = (4 * π * n) ^ 2 / 3 * r ^ 4 := fun r _ => by
    rw [enclosedCharge_eq]
    ring
  rw [selfEnergy, integral_monomial h]
  push_cast
  ring
```

## (e) Potential inside the ball

For $0\le d\le R$, show that
$$V(d)=4\pi n\left(\frac{R^2}{2}-\frac{d^2}{6}\right).$$

Split at $s=d$. The inner shells give $4\pi n\int_0^d s^2/d\,ds=4\pi n\,d^2/3$ and the outer ones $4\pi n\int_d^R s\,ds=4\pi n(R^2-d^2)/2$. Add them.

In Lean, `h1` and `h2` are the two ranges, and continuity of the integrand permits the split. The case $d=0$ has only outer shells and is treated separately; there Lean's $0/0=0$ agrees with the monomial at $s=0$.

```lean
/-- For `0 ≤ d ≤ R`, the potential of a ball of uniform density `n` and radius `R` at distance `d`
from its centre is `4πn(R²/2 - d²/6)`. -/
theorem backgroundPotential_eq (n : ℝ) {R d : ℝ} (hd : 0 ≤ d) (hdR : d ≤ R) :
    backgroundPotential n R d = 4 * π * n * (R ^ 2 / 2 - d ^ 2 / 6) := by
  -- shells outside the point `d` contribute their charge over their own radius
  have h2 : ∀ s ∈ Set.uIcc d R, 4 * π * s ^ 2 * n / max s d = 4 * π * n * s ^ 1 := by
    intro s hs
    rw [Set.uIcc_of_le hdR] at hs
    rw [max_eq_left hs.1]
    rcases eq_or_ne s 0 with h0 | h0
    · simp [h0]
    · rw [div_eq_iff h0]
      ring
  rcases hd.eq_or_lt with h0 | hpos
  · subst h0
    rw [backgroundPotential, integral_monomial h2]
    push_cast
    ring
  · -- shells inside act as if their charge sat at the centre
    have h1 : ∀ s ∈ Set.uIcc 0 d,
        4 * π * s ^ 2 * n / max s d = 4 * π * n / d * s ^ 2 := by
      intro s hs
      rw [Set.uIcc_of_le hd] at hs
      rw [max_eq_right hs.2]
      ring
    have hc : Continuous fun s : ℝ => 4 * π * s ^ 2 * n / max s d :=
      Continuous.div (by fun_prop) (by fun_prop) (fun s => (lt_max_of_lt_right hpos).ne')
    rw [backgroundPotential, ← intervalIntegral.integral_add_adjacent_intervals
      (hc.intervalIntegrable 0 d) (hc.intervalIntegrable d R),
      integral_monomial h1, integral_monomial h2]
    push_cast
    field_simp
    ring
```

## (f) Two radial integrals for unit charge

For $Z=1$, show that
$$R\int_0^R4\pi r\rho\,dr=\frac32,\qquad R\int_0^R\left(\frac rR\right)^3 4\pi r\rho\,dr=\frac35.$$

By (b), $4\pi\rho=3/R^3$. The integrals are $\frac{3}{R^3}\cdot\frac{R^2}{2}=\frac{3}{2R}$ and $\frac{3}{R^6}\cdot\frac{R^5}{5}=\frac{3}{5R}$. The first is the potential at the centre, the second the self-energy.

```lean
/-- For unit charge, the integrals of `4πrρ` and of `(r/R)³ 4πrρ` over the radius, multiplied
by `R`, are `3/2` and `3/5`. -/
theorem radial_integrals {R : ℝ} (hR : 0 < R) :
    R * (∫ r in (0 : ℝ)..R, 4 * π * r * cellDensity 1 R) = 3 / 2 ∧
    R * (∫ r in (0 : ℝ)..R, (r / R) ^ 3 * (4 * π * r * cellDensity 1 R)) = 3 / 5 := by
  have h1 : ∀ r ∈ Set.uIcc 0 R,
      4 * π * r * cellDensity 1 R = 4 * π * cellDensity 1 R * r ^ 1 := fun r _ => by ring
  have h2 : ∀ r ∈ Set.uIcc 0 R, (r / R) ^ 3 * (4 * π * r * cellDensity 1 R)
      = 4 * π * cellDensity 1 R / R ^ 3 * r ^ 4 := fun r _ => by ring
  rw [integral_monomial h1, integral_monomial h2, density_eq 1 hR]
  constructor
  · push_cast
    field_simp
    norm_num
  · push_cast
    field_simp
    norm_num
```

## (g) Energy of the neutral cell

Show that $q(R)=Z$ and
$$E(0)=-\frac{9Z^2}{10R}.$$

Parts (b) and (c) give the charge. By (d) and (e),
$$E(0)=\frac{9Z^2}{R^6}\cdot\frac{R^5}{15}-Z\cdot\frac{3Z}{R^3}\cdot\frac{R^2}{2}=\frac{3Z^2}{5R}-\frac{3Z^2}{2R}.$$

For $Z=2$ and $R=3$ bohr this is $0.8-2=-1.2$ hartree. Take $Z=1$ and let $R$ be the Wigner–Seitz radius, so that the ball has the volume available per electron. The formula is then a classical, static, single-cell estimate of the energy per electron in a dilute electron gas with a uniform neutralising background.

```lean
/-- The ball holds the charge `Z` that neutralises the point charge `-Z`, and with the point
charge at the centre the energy is `-9Z²/(10R)`. -/
theorem neutral_cell_energy (Z : ℝ) {R : ℝ} (hR : 0 < R) :
    enclosedCharge (cellDensity Z R) R = Z ∧ cellEnergy Z R 0 = -(9 * Z ^ 2 / (10 * R)) := by
  constructor
  · rw [enclosedCharge_eq, density_eq Z hR]
    field_simp
  · rw [cellEnergy, selfEnergy_eq, backgroundPotential_eq _ le_rfl hR.le, density_eq Z hR]
    field_simp
    ring
```

## (h) Displacing the point charge

For $0<d\le R$, show that
$$E(d)=E(0)+\frac{Z^2d^2}{2R^3}.$$

The self-energy is unchanged. By (e) and (b), the potential falls by $\frac{3Z}{R^3}\cdot\frac{d^2}{6}$; multiply by $Z$. In the limiting case $d=R$ the energy is $-2Z^2/(5R)$, which is the self-energy $3Z^2/(5R)$ minus $Z^2/R$.

```lean
/-- Moving the point charge a distance `d` off centre, within the ball, raises the energy by
`Z²d²/(2R³)`. -/
theorem displaced_energy (Z : ℝ) {R d : ℝ} (hd : 0 < d) (hdR : d ≤ R) :
    cellEnergy Z R d = cellEnergy Z R 0 + Z ^ 2 * d ^ 2 / (2 * R ^ 3) := by
  have hR : 0 < R := hd.trans_le hdR
  rw [cellEnergy, cellEnergy, backgroundPotential_eq _ hd.le hdR,
    backgroundPotential_eq _ le_rfl hR.le, density_eq Z hR]
  ring
```

## (i) The centre is lowest

For $Z\ne0$ and $0<d\le R$, show that $E(0)<E(d)$.

The added term in (h) is strictly positive.

```lean
/-- For a nonzero charge, the central position has strictly lower energy than any other position
in the ball. -/
theorem centre_is_minimum {Z R d : ℝ} (hZ : Z ≠ 0) (hd : 0 < d) (hdR : d ≤ R) :
    cellEnergy Z R 0 < cellEnergy Z R d := by
  have hR : 0 < R := hd.trans_le hdR
  have hpos : 0 < Z ^ 2 * d ^ 2 / (2 * R ^ 3) := by positivity
  rw [displaced_energy Z hd hdR]
  linarith
```

## (j) The energy as a density integral

For $Z=1$, show that
$$E(0)=-C\int_0^R4\pi r^2\rho^{4/3}\,dr.$$

By (b), $(4\pi/3)\rho=R^{-3}$, so $(4\pi/3)^{1/3}\rho^{1/3}=1/R$; this is `key`. The density is uniform and the charge is one, so the integral equals $\rho^{1/3}$. Hence $C\rho^{1/3}=9/(10R)$. In Lean, `hint` evaluates the integral through (c), and `linear_combination` joins the pieces.

The right-hand side has the form of a Lieb–Oxford bound, but it is an equality for one uniform cell, whereas that bound is an inequality for the indirect Coulomb energy of general electron densities.

```lean
/-- For unit charge, with the point charge at the centre of the ball, the cell energy is minus
`cellConstant` times the integral of the density to the power `4/3` over the cell. -/
theorem energy_as_density_functional {R : ℝ} (hR : 0 < R) :
    cellEnergy 1 R 0 =
      -(cellConstant * ∫ r in (0 : ℝ)..R, 4 * π * r ^ 2 * cellDensity 1 R ^ (4 / 3 : ℝ)) := by
  have hρ : 0 < cellDensity 1 R := by
    unfold cellDensity
    positivity
  have hv : 4 * π * cellDensity 1 R * R ^ 3 = 3 := by
    rw [density_eq 1 hR]
    field_simp
  have hcube : 4 * π / 3 * cellDensity 1 R = (1 / R) ^ 3 := by
    have h := density_eq 1 hR
    linear_combination h / 3
  -- the cube root of the density is the inverse radius, up to a constant
  have key : (4 * π / 3) ^ (1 / 3 : ℝ) * cellDensity 1 R ^ (1 / 3 : ℝ) = 1 / R := by
    rw [← Real.mul_rpow (by positivity) hρ.le, hcube, ← Real.rpow_natCast,
      ← Real.rpow_mul (by positivity)]
    norm_num
  have h43 : cellDensity 1 R ^ (4 / 3 : ℝ)
      = cellDensity 1 R * cellDensity 1 R ^ (1 / 3 : ℝ) := by
    rw [show (4 / 3 : ℝ) = 1 + 1 / 3 by norm_num, Real.rpow_add hρ, Real.rpow_one]
  have hint : ∫ r in (0 : ℝ)..R, 4 * π * r ^ 2 * cellDensity 1 R ^ (4 / 3 : ℝ)
      = 4 * π * cellDensity 1 R ^ (4 / 3 : ℝ) * R ^ 3 / 3 := enclosedCharge_eq _ R
  rw [(neutral_cell_energy 1 hR).2, hint, h43, cellConstant]
  linear_combination (3 / 10) * (4 * π * cellDensity 1 R * R ^ 3) * key
    + (3 / 10) * (1 / R) * hv
```

## (k) The size of the constant

Show that $1.45<C<1.451$.

Cubing gives $C^3=\frac{729}{1000}\cdot\frac{4\pi}{3}=\frac{243\pi}{250}$. From $3.14<\pi<3.1416$, this lies between $3.052$ and $3.0537$, while $1.45^3<3.049$ and $1.451^3>3.0549$. Comparing cubes of nonnegative numbers settles both bounds.

```lean
/-- The constant `(9/10) (4π/3)^(1/3)` lies between `1.45` and `1.451`. -/
theorem cellConstant_bounds : 1.45 < cellConstant ∧ cellConstant < 1.451 := by
  have h : ((4 * π / 3) ^ (1 / 3 : ℝ)) ^ 3 = 4 * π / 3 := by
    rw [← Real.rpow_natCast, ← Real.rpow_mul (by positivity)]
    norm_num
  have hC : cellConstant ^ 3 = 243 / 250 * π := by
    rw [cellConstant, mul_pow, h]
    ring
  have h0 : 0 ≤ cellConstant := by
    unfold cellConstant
    positivity
  -- compare cubes
  constructor
  · apply lt_of_pow_lt_pow_left₀ 3 h0
    rw [hC]
    linarith [Real.pi_gt_d2]
  · apply lt_of_pow_lt_pow_left₀ 3 (by norm_num)
    rw [hC]
    linarith [Real.pi_lt_d4]

end

end WignerSeitzSphere
```

```lean
#print axioms WignerSeitzSphere.neutral_cell_energy
#print axioms WignerSeitzSphere.centre_is_minimum
#print axioms WignerSeitzSphere.energy_as_density_functional
#print axioms WignerSeitzSphere.cellConstant_bounds
```

```
'WignerSeitzSphere.neutral_cell_energy' depends on axioms: [propext, Classical.choice, Quot.sound]
'WignerSeitzSphere.centre_is_minimum' depends on axioms: [propext, Classical.choice, Quot.sound]
'WignerSeitzSphere.energy_as_density_functional' depends on axioms: [propext, Classical.choice, Quot.sound]
'WignerSeitzSphere.cellConstant_bounds' depends on axioms: [propext, Classical.choice, Quot.sound]
```
